# Recovering $U$ and $d$ of the Hubbard dimer from a positive singlet ground vector

To tabulate ground-state data of the two-site, two-electron Hubbard model without solving a cubic, one can choose positive amplitudes $(a,b,c)$ and compute the interaction $U$, asymmetry $d$ and energy $E$ from them. For hopping $t>0$ this is legitimate: exactly one real pair $(U,d)$ makes $(a,b,c)$ the lowest singlet state.

## The singlet matrix and its inversion

State 0 has both electrons on the left site, state 1 both on the right, and state 2 is the singlet with one electron on each. With site potentials $\pm d/2$ (left, right), on-site interaction $U$ and $s=\sqrt2\,t$,
$$H=\begin{pmatrix}U+d&0&-s\\0&U-d&-s\\-s&-s&0\end{pmatrix}.$$
A ground vector is a nonzero $v$ with $Hv=Ev$ and $E\,w\cdot w\le w\cdot Hw$ for all $w$. For $v=(a,b,c)$ the rows read
$$(U+d)a-sc=Ea,\qquad (U-d)b-sc=Eb,\qquad -s(a+b)=Ec .$$
Let $t,a,b,c>0$. Row 2 gives $E=-s(a+b)/c$, and rows 0 and 1 give $U+d=E+sc/a$, $U-d=E+sc/b$. Half the sum and half the difference are
$$U=s(a+b)\Big(\frac{c}{2ab}-\frac1c\Big)=\frac{t(a+b)(c^2-2ab)}{\sqrt2\,abc},\qquad d=\frac{sc}{2}\Big(\frac1a-\frac1b\Big)=\frac{tc(b-a)}{\sqrt2\,ab}.$$
No other pair makes $v$ an eigenvector. For $w=(x,y,z)$,
$$w\cdot Hw-E\,w\cdot w=(U+d-E)x^2+(U-d-E)y^2-Ez^2-2s(x+y)z ,$$
and at the values just found this becomes
$$\frac{sc}{a}x^2+\frac{sc}{b}y^2+\frac{s(a+b)}{c}z^2-2s(x+y)z=s\left[\frac{(cx-az)^2}{ac}+\frac{(cy-bz)^2}{bc}\right]\ge0 ,$$
so $v$ is a ground vector. Since $t(a+b)$ and $abc$ are positive, $U>0$ exactly when $c^2>2ab$.

Let $w$ be any ground vector of this $H$, with energy $E'$. Testing on $v$ gives $E'\le E$, so $(E'-E)\,w\cdot w\le0$. This quantity equals $s$ times the bracket, so both squares vanish and $w=(z/c)\,v$.

Conversely, take any ground vector $(a,b,c)$ for $t>0$ and arbitrary real $U,d$. The trial vectors $(1,0,0)$ and $(0,1,0)$ give $U\pm d-E\ge0$, so $(U+d-E)a=sc$ and $(U-d-E)b=sc$ force $a,b$ to share the sign of $c$ when $c\ne0$. If $c=0$, row 2 gives $b=-a$, hence $a\neq0$, and row 0 gives $U+d=E$. Then $w=(y,0,1)$ with $y=(1-E)/(2s)$ yields $-E-2sy=-1<0$, a contradiction.

## Matrix, ground vector and reconstructed parameters in Lean

```lean
import Mathlib

open Matrix

namespace HubbardDimerInversion

noncomputable section
```

`singletH` is $H$, with `Fin 3` labelling states 0, 1, 2. The matrix is postulated. The coupling $\sqrt2\,t$ stands for the two spin orderings in state 2, each of amplitude $1/\sqrt2$ and each reached by one hop, and its sign fixes the phases of the basis states. Triplets and larger lattices are not treated.

```lean
/-- Singlet-sector Hamiltonian of the Hubbard dimer: diagonal `(U + d, U - d, 0)` and
coupling `-√2 t` of the third state to the first two. -/
def singletH (t U d : ℝ) : Matrix (Fin 3) (Fin 3) ℝ :=
  !![U + d, 0, -(√2 * t); 0, U - d, -(√2 * t); -(√2 * t), -(√2 * t), 0]
```

`IsGroundVector` is the variational definition, with real trial vectors and no normalisation. The reconstructed quantities are unchanged under scaling of $(a,b,c)$, so unit vectors are a special case.

```lean
/-- `v` is a ground vector of `H`: a nonzero eigenvector whose eigenvalue `E` satisfies
`E x·x ≤ x·Hx` for every trial vector `x`. -/
def IsGroundVector (H : Matrix (Fin 3) (Fin 3) ℝ) (v : Fin 3 → ℝ) : Prop :=
  v ≠ 0 ∧ ∃ E : ℝ, H *ᵥ v = E • v ∧ ∀ x : Fin 3 → ℝ, E * (x ⬝ᵥ x) ≤ x ⬝ᵥ H *ᵥ x
```

`invU`, `invD` and `invE` are the expressions for $U$, $d$ and $E$.

```lean
/-- Interaction strength reconstructed from the amplitudes `(a, b, c)`. -/
def invU (t a b c : ℝ) : ℝ := t * (a + b) * (c ^ 2 - 2 * a * b) / (√2 * a * b * c)

/-- Site-potential asymmetry reconstructed from the amplitudes `(a, b, c)`. -/
def invD (t a b c : ℝ) : ℝ := t * c * (b - a) / (√2 * a * b)

/-- Energy reconstructed from the amplitudes `(a, b, c)`. -/
def invE (t a b c : ℝ) : ℝ := -(√2 * t * (a + b)) / c
```

## The algebraic identities

`eigen_iff` turns $Hv=Ev$ into the three rows, and `energy_gap` expands the quadratic form.

```lean
/-- The eigenvalue equation of the singlet Hamiltonian, written row by row. -/
theorem eigen_iff (t U d E a b c : ℝ) :
    singletH t U d *ᵥ ![a, b, c] = E • ![a, b, c] ↔
      (U + d) * a - √2 * t * c = E * a ∧ (U - d) * b - √2 * t * c = E * b ∧
        -(√2 * t * (a + b)) = E * c := by
  have hm : singletH t U d *ᵥ ![a, b, c] =
      ![(U + d) * a - √2 * t * c, (U - d) * b - √2 * t * c, -(√2 * t * (a + b))] := by
    ext i
    fin_cases i <;> simp [singletH, Matrix.mulVec, dotProduct, Fin.sum_univ_succ] <;> ring
  rw [hm]
  constructor
  · intro h
    exact ⟨congrFun h 0, congrFun h 1, congrFun h 2⟩
  · rintro ⟨h0, h1, h2⟩
    ext i
    fin_cases i
    · exact h0
    · exact h1
    · exact h2

/-- The quadratic form of `H - E` on a trial vector `(x, y, z)`. -/
theorem energy_gap (t U d E x y z : ℝ) :
    ![x, y, z] ⬝ᵥ singletH t U d *ᵥ ![x, y, z] - E * (![x, y, z] ⬝ᵥ ![x, y, z]) =
      (U + d - E) * x ^ 2 + (U - d - E) * y ^ 2 - E * z ^ 2 - 2 * (√2 * t) * (x + y) * z := by
  simp [singletH, Matrix.mulVec, dotProduct, Fin.sum_univ_succ]
  ring
```

`inv_diagonal` checks $U\pm d$ against $E+sc/a$ and $E+sc/b$ after writing $1/\sqrt2=\sqrt2/2$. `inv_sum_of_squares` substitutes these values into `energy_gap` and clears denominators. Both hold for any real $t$ and positive $a,b,c$.

```lean
/-- For positive amplitudes the reconstructed diagonal entries `U ± d` equal the reconstructed
energy plus `√2 t c / a` and `√2 t c / b`. -/
theorem inv_diagonal (t : ℝ) {a b c : ℝ} (ha : 0 < a) (hb : 0 < b) (hc : 0 < c) :
    invU t a b c + invD t a b c = invE t a b c + √2 * t * c / a ∧
      invU t a b c - invD t a b c = invE t a b c + √2 * t * c / b := by
  have h2 : √2 * √2 = (2 : ℝ) := Real.mul_self_sqrt (by norm_num)
  have h : (√2 : ℝ)⁻¹ = √2 / 2 :=
    inv_eq_of_mul_eq_one_right (by linear_combination (1 / 2) * h2)
  have hU : invU t a b c = √2 / 2 * (t * (a + b) * (c ^ 2 - 2 * a * b) / (a * b * c)) := by
    rw [← h]; unfold invU; ring
  have hD : invD t a b c = √2 / 2 * (t * c * (b - a) / (a * b)) := by
    rw [← h]; unfold invD; ring
  have ha' := ha.ne'
  have hb' := hb.ne'
  have hc' := hc.ne'
  rw [hU, hD]
  unfold invE
  constructor <;> field_simp <;> ring

/-- With the reconstructed parameters, the quadratic form of `H - E` is `√2 t` times a
weighted sum of two squares. -/
theorem inv_sum_of_squares (t : ℝ) {a b c : ℝ} (ha : 0 < a) (hb : 0 < b) (hc : 0 < c)
    (x y z : ℝ) :
    ![x, y, z] ⬝ᵥ singletH t (invU t a b c) (invD t a b c) *ᵥ ![x, y, z]
        - invE t a b c * (![x, y, z] ⬝ᵥ ![x, y, z]) =
      √2 * t * ((c * x - a * z) ^ 2 / (a * c) + (c * y - b * z) ^ 2 / (b * c)) := by
  obtain ⟨h1, h2⟩ := inv_diagonal t ha hb hc
  have ha' := ha.ne'
  have hb' := hb.ne'
  have hc' := hc.ne'
  rw [energy_gap, h1, h2]
  unfold invE
  field_simp
  ring
```

## Existence and uniqueness of $(U,d)$

`ground_iff` states that for $t,a,b,c>0$ the vector is a ground vector if and only if `U = invU t a b c ∧ d = invD t a b c`. The forward direction discards the variational bound: `hE` is row 2, `f0` and `f1` are rows 0 and 1, and `linarith` forms sum and difference. The reverse direction verifies the rows and obtains the bound from `hpos`, the one place where $t>0$ is used.

```lean
/-- Wavefunction inversion: for `t > 0` a vector with positive entries is a ground vector of
the singlet Hamiltonian exactly when `U` and `d` take the reconstructed values. -/
theorem ground_iff {t a b c : ℝ} (ht : 0 < t) (ha : 0 < a) (hb : 0 < b) (hc : 0 < c)
    (U d : ℝ) :
    IsGroundVector (singletH t U d) ![a, b, c] ↔ U = invU t a b c ∧ d = invD t a b c := by
  obtain ⟨h1, h2⟩ := inv_diagonal t ha hb hc
  constructor
  · rintro ⟨-, E, heig, -⟩
    obtain ⟨e0, e1, e2⟩ := (eigen_iff t U d E a b c).1 heig
    -- the third row fixes E, the first two fix U + d and U - d
    have hE : E = invE t a b c := by
      rw [invE, eq_div_iff hc.ne']; linarith
    have f0 : √2 * t * c / a = U + d - E := by
      rw [div_eq_iff ha.ne']; linear_combination -e0
    have f1 : √2 * t * c / b = U - d - E := by
      rw [div_eq_iff hb.ne']; linear_combination -e1
    constructor <;> linarith
  · rintro ⟨rfl, rfl⟩
    refine ⟨fun h => ha.ne' (congrFun h 0), invE t a b c, ?_, fun w => ?_⟩
    · have ea : √2 * t * c / a * a = √2 * t * c := div_mul_cancel₀ _ ha.ne'
      have eb : √2 * t * c / b * b = √2 * t * c := div_mul_cancel₀ _ hb.ne'
      refine (eigen_iff _ _ _ _ _ _ _).2 ⟨?_, ?_, ?_⟩
      · linear_combination a * h1 + ea
      · linear_combination b * h2 + eb
      · rw [invE, div_mul_cancel₀ _ hc.ne']
    · -- the sum of squares gives the variational bound
      obtain ⟨x, y, z, rfl⟩ : ∃ x y z, w = ![x, y, z] :=
        ⟨w 0, w 1, w 2, by ext i; fin_cases i <;> rfl⟩
      have S := inv_sum_of_squares t ha hb hc x y z
      have hpos : 0 ≤ √2 * t *
          ((c * x - a * z) ^ 2 / (a * c) + (c * y - b * z) ^ 2 / (b * c)) := by positivity
      linarith
```

`existsUnique_parameters` restates this as one and only one pair `p`. Unlike a Hohenberg–Kohn statement, which starts from the density at fixed interaction, it starts from the whole wavefunction and returns the interaction too, for this three-state model.

```lean
/-- For `t > 0` and positive amplitudes there is exactly one real pair `(U, d)` that makes
`(a, b, c)` a ground vector. -/
theorem existsUnique_parameters {t a b c : ℝ} (ht : 0 < t) (ha : 0 < a) (hb : 0 < b)
    (hc : 0 < c) :
    ∃! p : ℝ × ℝ, IsGroundVector (singletH t p.1 p.2) ![a, b, c] := by
  refine ⟨(invU t a b c, invD t a b c), (ground_iff ht ha hb hc _ _).2 ⟨rfl, rfl⟩, ?_⟩
  intro p hp
  obtain ⟨h1, h2⟩ := (ground_iff ht ha hb hc _ _).1 hp
  exact Prod.ext h1 h2
```

## Nondegeneracy, signs and repulsion

`ground_eq_smul` assumes $t,a,b,c>0$. In its proof `hE` is $E'\le E$, `hle` bounds the bracket by zero, and `p0`, `q0` are $cx=az$, $cy=bz$.

```lean
/-- Every ground vector `(x, y, z)` of the reconstructed Hamiltonian is the multiple
`z / c` of `(a, b, c)`. -/
theorem ground_eq_smul {t a b c x y z : ℝ} (ht : 0 < t) (ha : 0 < a) (hb : 0 < b) (hc : 0 < c)
    (h : IsGroundVector (singletH t (invU t a b c) (invD t a b c)) ![x, y, z]) :
    ![x, y, z] = (z / c) • ![a, b, c] := by
  obtain ⟨-, E, heig, hR⟩ := h
  have dv : ∀ p q r : ℝ, ![p, q, r] ⬝ᵥ ![p, q, r] = p ^ 2 + q ^ 2 + r ^ 2 := by
    intro p q r
    simp [dotProduct, Fin.sum_univ_succ]
    ring
  have hv : 0 < ![a, b, c] ⬝ᵥ ![a, b, c] := by rw [dv]; positivity
  have hw : 0 ≤ ![x, y, z] ⬝ᵥ ![x, y, z] := by rw [dv]; positivity
  have S1 : ![a, b, c] ⬝ᵥ singletH t (invU t a b c) (invD t a b c) *ᵥ ![a, b, c] =
      invE t a b c * (![a, b, c] ⬝ᵥ ![a, b, c]) := by
    linear_combination inv_sum_of_squares t ha hb hc a b c
  have R := hR ![a, b, c]
  have hE : E ≤ invE t a b c := le_of_mul_le_mul_right (by linarith) hv
  have S2 := inv_sum_of_squares t ha hb hc x y z
  rw [heig, dotProduct_smul, smul_eq_mul] at S2
  -- both squares must vanish
  have hs : 0 < √2 * t := by positivity
  have hP : 0 ≤ (c * x - a * z) ^ 2 / (a * c) := by positivity
  have hQ : 0 ≤ (c * y - b * z) ^ 2 / (b * c) := by positivity
  have hle : (c * x - a * z) ^ 2 / (a * c) + (c * y - b * z) ^ 2 / (b * c) ≤ 0 := by
    refine le_of_mul_le_mul_left ?_ hs
    rw [← S2]
    nlinarith [mul_nonneg (sub_nonneg.2 hE) hw]
  have hP0 : (c * x - a * z) ^ 2 / (a * c) = 0 := le_antisymm (by linarith) hP
  have hQ0 : (c * y - b * z) ^ 2 / (b * c) = 0 := le_antisymm (by linarith) hQ
  have p0 : c * x - a * z = 0 := (pow_eq_zero_iff two_ne_zero).1
    ((div_eq_zero_iff.1 hP0).resolve_right (mul_pos ha hc).ne')
  have q0 : c * y - b * z = 0 := (pow_eq_zero_iff two_ne_zero).1
    ((div_eq_zero_iff.1 hQ0).resolve_right (mul_pos hb hc).ne')
  have ex : x = z / c * a := by
    rw [div_mul_eq_mul_div, eq_div_iff hc.ne']; linear_combination p0
  have ey : y = z / c * b := by
    rw [div_mul_eq_mul_div, eq_div_iff hc.ne']; linear_combination q0
  ext i
  fin_cases i
  · exact ex
  · exact ey
  · exact (div_mul_cancel₀ z hc.ne').symm
```

`ground_sign` shows that for $t>0$ positivity is necessary up to an overall sign. Here `g0` and `g1` are $U\pm d-E\ge0$, and the middle case of `lt_trichotomy` is $c=0$.

```lean
/-- For `t > 0` the entries of any ground vector are all positive or all negative. -/
theorem ground_sign {t U d a b c : ℝ} (ht : 0 < t)
    (h : IsGroundVector (singletH t U d) ![a, b, c]) :
    (0 < a ∧ 0 < b ∧ 0 < c) ∨ (a < 0 ∧ b < 0 ∧ c < 0) := by
  obtain ⟨hne, E, heig, hR⟩ := h
  obtain ⟨e0, e1, e2⟩ := (eigen_iff t U d E a b c).1 heig
  have hs : 0 < √2 * t := by positivity
  have g0 : 0 ≤ U + d - E := by linarith [energy_gap t U d E 1 0 0, hR ![1, 0, 0]]
  have g1 : 0 ≤ U - d - E := by linarith [energy_gap t U d E 0 1 0, hR ![0, 1, 0]]
  rcases lt_trichotomy c 0 with hc | rfl | hc
  · have hsc := mul_neg_of_pos_of_neg hs hc
    refine Or.inr ⟨?_, ?_, hc⟩
    · by_contra hn
      nlinarith [mul_nonneg g0 (not_lt.1 hn)]
    · by_contra hn
      nlinarith [mul_nonneg g1 (not_lt.1 hn)]
  · -- c = 0 forces U + d = E, and then (y, 0, 1) undercuts E
    exfalso
    have hab : a + b = 0 := (mul_eq_zero.1 (by linarith : √2 * t * (a + b) = 0)).resolve_left hs.ne'
    have ha : a ≠ 0 := by
      rintro rfl
      obtain rfl : b = 0 := by linarith
      exact hne (by ext i; fin_cases i <;> rfl)
    have hz : U + d - E = 0 :=
      (mul_eq_zero.1 (by linear_combination e0 : (U + d - E) * a = 0)).resolve_right ha
    obtain ⟨y, hy⟩ : ∃ y, y * (2 * (√2 * t)) = 1 - E :=
      ⟨(1 - E) / (2 * (√2 * t)), div_mul_cancel₀ _ (by positivity)⟩
    have G := energy_gap t U d E y 0 1
    rw [hz] at G
    linarith [hR ![y, 0, 1]]
  · have hsc := mul_pos hs hc
    refine Or.inl ⟨?_, ?_, hc⟩
    · by_contra hn
      nlinarith [mul_nonneg g0 (neg_nonneg.2 (not_lt.1 hn))]
    · by_contra hn
      nlinarith [mul_nonneg g1 (neg_nonneg.2 (not_lt.1 hn))]
```

`repulsive_iff` strips the positive factors `h1` and `h2` from `invU`.

```lean
/-- If a positive vector `(a, b, c)` is a ground vector for `t > 0`, then `U > 0` exactly
when `c² > 2ab`. -/
theorem repulsive_iff {t U d a b c : ℝ} (ht : 0 < t) (ha : 0 < a) (hb : 0 < b) (hc : 0 < c)
    (h : IsGroundVector (singletH t U d) ![a, b, c]) : 0 < U ↔ 2 * a * b < c ^ 2 := by
  have h1 : 0 < √2 * a * b * c := by positivity
  have h2 : 0 < t * (a + b) := by positivity
  rw [((ground_iff ht ha hb hc U d).1 h).1, invU, div_pos_iff_of_pos_right h1,
    mul_pos_iff_of_pos_left h2, sub_pos]

end

end HubbardDimerInversion
```

```lean
#print axioms HubbardDimerInversion.ground_iff
#print axioms HubbardDimerInversion.existsUnique_parameters
#print axioms HubbardDimerInversion.ground_sign
#print axioms HubbardDimerInversion.repulsive_iff
```

```
'HubbardDimerInversion.ground_iff' depends on axioms: [propext, Classical.choice, Quot.sound]
'HubbardDimerInversion.existsUnique_parameters' depends on axioms: [propext, Classical.choice, Quot.sound]
'HubbardDimerInversion.ground_sign' depends on axioms: [propext, Classical.choice, Quot.sound]
'HubbardDimerInversion.repulsive_iff' depends on axioms: [propext, Classical.choice, Quot.sound]
```

## Negative hopping, zero hopping and a sample point

The numbers below are direct substitutions, not theorems of the file. For $t=-1$ and $v=(1,1,1)/\sqrt3$ the rows force $U=\sqrt2$, $d=0$, $E=2\sqrt2$, but $w=(0,0,1)$ has energy $0<E$, so no pair exists for this vector. This is a matter of phase convention: reversing the sign of basis state 2 turns $t$ into $-t$, so for $t<0$ the ground vectors have $c$ opposite in sign to $a$ and $b$. For $t=0$ the reconstructed matrix is zero and every nonzero vector is a ground vector, so nondegeneracy fails.

A script can loop over positive unit vectors, evaluate the three formulas, keep points with $c^2>2ab$ if repulsion is wanted, and record the site occupations $n_L=2a^2+c^2$ and $n_R=2b^2+c^2$. The vector $(1,2,3)/\sqrt{14}$ gives $U=5\sqrt2\,t/4$, $d=3\sqrt2\,t/4$, $E=-\sqrt2\,t$, $n_L=11/14$ and $n_R=17/14$. Such points are exact singlet-sector references for testing an approximate density functional on the two-site model.
